# Branch strengths of a symmetric top for K → K+1 sum to one when J > 0

A gas of symmetric-top molecules absorbs infrared light. In a perpendicular band the oscillating dipole is at right angles to the figure axis, and the rotational quantum number $K$ along that axis changes by one unit. A molecule that starts in the level $(J,K)$ and goes to $K+1$ can end with total angular momentum $J+1$, $J$ or $J-1$, so its absorption is split over three lines, called R, Q and P. How is it divided among them, and does the total depend on how the molecule was rotating?

## Strengths, factors and energies

The quantum number $K$ carries a sign. The strengths of the three lines in the band $K\to K+1$ are

$$S_R(J,K)=\frac{(J+2+K)(J+1+K)}{2(J+1)(2J+1)},$$

$$S_Q(J,K)=\frac{(J+1+K)(J-K)}{2J(J+1)},\qquad S_P(J,K)=\frac{(J-1-K)(J-K)}{2J(2J+1)}.$$

These are the squared Clebsch–Gordan coefficients for coupling $(J,K)$ to one unit of angular momentum with projection $+1$. Here they are taken as given formulas and not derived from rotational wavefunctions. In Lean they are functions of two real numbers, `perpR`, `perpQ` and `perpP`, so nothing in their types forces $J$ and $K$ to be allowed quantum numbers.

```lean
import Mathlib

namespace SymmetricTopBranches

noncomputable section

/-- Strength of the R branch (J → J+1) in the perpendicular band K → K+1. -/
def perpR (J K : ℝ) : ℝ := (J + 2 + K) * (J + 1 + K) / (2 * (J + 1) * (2 * J + 1))

/-- Strength of the Q branch (J → J) in the perpendicular band K → K+1. -/
def perpQ (J K : ℝ) : ℝ := (J + 1 + K) * (J - K) / (2 * J * (J + 1))

/-- Strength of the P branch (J → J-1) in the perpendicular band K → K+1. -/
def perpP (J K : ℝ) : ℝ := (J - 1 - K) * (J - K) / (2 * J * (2 * J + 1))
```

Reflection exchanges the two senses of rotation about the figure axis, so the band $K\to K-1$ has the strengths $S_R(J,-K)$, $S_Q(J,-K)$ and $S_P(J,-K)$. Spectroscopists usually count $K\to K+1$ and $K\to K-1$ as parts of one perpendicular band; here each is called a band and has its own sum. In a parallel band the dipole lies along the figure axis and $K$ stays the same. Its strengths are

$$T_R=\frac{(J+1)^2-K^2}{(J+1)(2J+1)},\qquad T_Q=\frac{K^2}{J(J+1)},\qquad T_P=\frac{J^2-K^2}{J(2J+1)}.$$

```lean
/-- Strength of the R branch (J → J+1) in the parallel band K → K. -/
def parR (J K : ℝ) : ℝ := ((J + 1) ^ 2 - K ^ 2) / ((J + 1) * (2 * J + 1))

/-- Strength of the Q branch (J → J) in the parallel band K → K. -/
def parQ (J K : ℝ) : ℝ := K ^ 2 / (J * (J + 1))

/-- Strength of the P branch (J → J-1) in the parallel band K → K. -/
def parP (J K : ℝ) : ℝ := (J ^ 2 - K ^ 2) / (J * (2 * J + 1))
```

The Hönl-London factor of a line with strength $s$ is $(2J+1)s$, where $J$ belongs to the initial level. The number $2J+1$ counts the orientations of the angular momentum in space; the further degeneracy between $K$ and $-K$ is not included.

```lean
/-- The Hönl-London factor of a line: its branch strength `s` times the
degeneracy 2J+1 of the initial level. -/
def honlLondon (J s : ℝ) : ℝ := (2 * J + 1) * s
```

The rotational energy is that of a rigid top,

$$E(J,K)=BJ(J+1)+(A-B)K^2,$$

with rotational constants $A$ about the figure axis and $B$ about a perpendicular axis, both in energy units. Centrifugal distortion and Coriolis coupling are left out, and the constants are the same before and after the transition.

```lean
/-- Energy of a rigid symmetric top with rotational constants A (about the
figure axis) and B (about a perpendicular axis). -/
def topEnergy (A B J K : ℝ) : ℝ := B * (J * (J + 1)) + (A - B) * K ^ 2
```

## (a) The unit sum

**Task.** Show that $S_R+S_Q+S_P=1$ for all real $J>0$ and all real $K$.

**Solution.** Over the common denominator $2J(J+1)(2J+1)$ the numerator is

$$J(J+2+K)(J+1+K)+(2J+1)(J+1+K)(J-K)+(J+1)(J-1-K)(J-K).$$

The three products of brackets expand to

$$\begin{aligned}
(J+2+K)(J+1+K)&=(J+1)(J+2)+(2J+3)K+K^2,\\
(J+1+K)(J-K)&=J(J+1)-K-K^2,\\
(J-1-K)(J-K)&=J(J-1)-(2J-1)K+K^2.
\end{aligned}$$

Now collect powers of $K$. The coefficient of $K^2$ is $J-(2J+1)+(J+1)=0$. The coefficient of $K$ is

$$J(2J+3)-(2J+1)-(J+1)(2J-1)=0.$$

What remains is

$$J(J+1)\,[(J+2)+(2J+1)+(J-1)]=2J(J+1)(2J+1),$$

which equals the denominator.

The rotation of a rigid molecule has whole-number $J$; half-integer values occur when the angular momentum includes the spin of an odd number of electrons. The formulas can be evaluated there too: for $J=\tfrac12$ and $K=-\tfrac12$ the strengths are $\tfrac13$, $\tfrac23$ and $0$. At $J=0$ the Q and P formulas have zero denominators. Lean sets such quotients to zero, and for $J=0$, $K=1$ the sum is then $3$, so the statement fails without $J>0$. The physical level $J=K=0$ has only an R line, whose strength is $1$.

In the theorem, `hJ : 0 < J` is the only hypothesis. The proof first records that $J$, $J+1$ and $2J+1$ are nonzero. With these facts `field_simp` clears the denominators, and `ring` confirms the polynomial identity that was found above by collecting powers of $K$.

```lean
/-- For J > 0, the R, Q and P strengths of a perpendicular band sum to one. -/
theorem perp_strength_sum (J K : ℝ) (hJ : 0 < J) :
    perpR J K + perpQ J K + perpP J K = 1 := by
  have h0 : J ≠ 0 := hJ.ne'
  have h1 : J + 1 ≠ 0 := by positivity
  have h2 : 2 * J + 1 ≠ 0 := by positivity
  unfold perpR perpQ perpP
  field_simp
  ring
```

## (b) The sum of the Hönl-London factors

**Task.** Show that the three Hönl-London factors of the band add up to $2J+1$.

**Solution.** All three lines start from the same level, so they share the factor $2J+1$:

$$(2J+1)S_R+(2J+1)S_Q+(2J+1)S_P=(2J+1)(S_R+S_Q+S_P)=2J+1.$$

For $J=1$, $K=-1$ the strengths are $\tfrac16,\tfrac12,\tfrac13$ and the factors are $\tfrac12,\tfrac32,1$, with sum $3$.

In a simulated spectrum of rigid symmetric tops whose line factors are normalised as here, this sum checks them for each initial level with $J>0$, separately for $K\to K+1$ and $K\to K-1$. Observed intensities also contain level populations, nuclear-spin weights, the vibrational transition moment and a frequency factor, none of which appears here.

The Lean proof follows the same line: two uses of `mul_add` from right to left take out the common factor, and the theorem of part (a) replaces the bracket by $1$.

```lean
/-- For J > 0, the Hönl-London factors of the R, Q and P lines of a perpendicular band sum to the
degeneracy 2J+1 of the initial level. -/
theorem perp_honlLondon_sum (J K : ℝ) (hJ : 0 < J) :
    honlLondon J (perpR J K) + honlLondon J (perpQ J K) + honlLondon J (perpP J K)
      = 2 * J + 1 := by
  unfold honlLondon
  -- the common degeneracy factors out of the unit sum
  rw [← mul_add, ← mul_add, perp_strength_sum J K hJ, mul_one]
```

## (c) Nonnegative strengths on the physical levels

**Task.** Let $K=J-n$ with $n=0,1,2,\dots$ and $n\le 2J$. Show that no strength is negative.

**Solution.** The denominators are positive because $J>0$. With $K=J-n$ the numerators become

$$\begin{aligned}
\text{R:}&\quad (2J+2-n)(2J+1-n),\\
\text{Q:}&\quad (2J+1-n)\,n,\\
\text{P:}&\quad (n-1)\,n.
\end{aligned}$$

Since $n\le 2J$, both R factors are positive and both Q factors are nonnegative. The P numerator is zero for $n=0$, and for $n\ge1$ both of its factors are nonnegative.

Together with part (a), this lets the strengths be read as fractions: of the rotational line strength for $K\to K+1$ from the level $(J,K)$, they give the share of each branch. The P line vanishes exactly for $n=0$ and $n=1$, that is, for $K=J$ and $K=J-1$, where no final level with $J-1$ and $K+1$ exists. At $K=J$ the Q line vanishes as well, and the R line has strength $1$.

Both conditions on $n$ are needed. If $n$ could be fractional, $J=1$ and $n=\tfrac12$ would give $S_P=-\tfrac1{24}$. Without the bound $n\le2J$, the choice $J=1$, $n=4$ would give $S_Q=-1$.

In Lean `n` is a natural number that is converted to a real in `J - n`. This describes integer and half-integer $J$ alike: when $2J$ is a whole number, $n$ runs from $0$ to $2J$ and $K$ from $J$ down to $-J$. The theorem doesn't require $2J$ to be whole, so it also holds for other positive $J$. The proof treats each branch as a quotient with nonnegative numerator and positive denominator. For P it separates $n=0$ from $n\ge1$, as in the solution by hand.

```lean
/-- For J > 0, on the levels K = J - n with n = 0, 1, 2, ... and n ≤ 2J, the three perpendicular
branch strengths are nonnegative. -/
theorem perp_strength_nonneg (J : ℝ) (n : ℕ) (hJ : 0 < J) (hn : (n : ℝ) ≤ 2 * J) :
    0 ≤ perpR J (J - n) ∧ 0 ≤ perpQ J (J - n) ∧ 0 ≤ perpP J (J - n) := by
  have hn0 : (0 : ℝ) ≤ n := Nat.cast_nonneg n
  refine ⟨?_, ?_, ?_⟩
  · unfold perpR
    apply div_nonneg
    · apply mul_nonneg <;> linarith
    · positivity
  · unfold perpQ
    apply div_nonneg
    · apply mul_nonneg <;> linarith
    · positivity
  · unfold perpP
    apply div_nonneg
    · -- the numerator is (n - 1) n, nonnegative because n is a whole number
      rcases Nat.eq_zero_or_pos n with h | h
      · subst h
        simp
      · have h1 : (1 : ℝ) ≤ n := by exact_mod_cast h
        apply mul_nonneg <;> linarith
    · positivity
```

## (d) A line and its reverse

**Task.** Show that the R line $(J,K)\to(J+1,K+1)$ has the same Hönl-London factor as the reverse transition, and that the same is true of the Q line $(J,K)\to(J,K+1)$.

**Solution.** The reverse of the R line starts at $(J+1,K+1)$ and lowers both quantum numbers by one. It is therefore a P line in a band where $K$ decreases, and by the reflection rule its strength is $S_P(J+1,-(K+1))$. Multiplication by the degeneracy $2(J+1)+1=2J+3$ gives

$$(2J+3)\,\frac{(J+1+K)(J+2+K)}{2(J+1)(2J+3)}=\frac{(J+1+K)(J+2+K)}{2(J+1)}=(2J+1)\,S_R(J,K).$$

For the Q line, replacing $K$ by $-(K+1)$ turns $J+1+K$ into $J-K$ and $J-K$ into $J+1+K$. The product is unchanged, and so is the degeneracy.

The strengths themselves need not agree. For $J=1$, $K=0$ the R line has strength $\tfrac12$ and its reverse has $\tfrac3{10}$, while both factors are $\tfrac32$. The Hönl-London factor thus belongs to the pair of levels, whereas the strength of an R or P line can depend on which of them is the initial one.

The theorem states the two equalities as a conjunction. P lines with $J>1$ are covered by the first equality, read from the other end. In the proof, the R case needs the denominators cleared before `ring` can compare the two sides; in the Q case `ring` alone is enough, because both sides have the same denominator.

```lean
/-- For J > 0, the line (J, K) → (J+1, K+1) and its reverse (J+1, K+1) → (J, K) have the same
Hönl-London factor, and so do (J, K) → (J, K+1) and its reverse. -/
theorem perp_honlLondon_reversal (J K : ℝ) (hJ : 0 < J) :
    honlLondon J (perpR J K) = honlLondon (J + 1) (perpP (J + 1) (-(K + 1))) ∧
    honlLondon J (perpQ J K) = honlLondon J (perpQ J (-(K + 1))) := by
  have h1 : J + 1 ≠ 0 := by positivity
  have h2 : 2 * J + 1 ≠ 0 := by positivity
  have h3 : 2 * (J + 1) + 1 ≠ 0 := by positivity
  constructor
  · unfold honlLondon perpR perpP
    field_simp
    ring
  · unfold honlLondon perpQ
    ring
```

## (e) Branch totals that do not depend on K

**Task.** Let $J>0$. Add the strengths of the parallel band and of both perpendicular bands, one branch at a time. Show that $K$ drops out. (The level $J=0$ is left out because it has no Q or P lines.)

**Solution.** In the sum over $K$ and $-K$ the linear terms cancel. For the R branch

$$S_R(J,K)+S_R(J,-K)=\frac{(J+1)(J+2)+K^2}{(J+1)(2J+1)}.$$

Adding $T_R$ removes $K^2$ and leaves

$$\frac{(J+1)(J+2)+(J+1)^2}{(J+1)(2J+1)}=\frac{2J+3}{2J+1}.$$

For the Q branch

$$\frac{J(J+1)-K^2}{J(J+1)}+\frac{K^2}{J(J+1)}=1,$$

and for the P branch

$$\frac{J(J-1)+K^2}{J(2J+1)}+\frac{J^2-K^2}{J(2J+1)}=\frac{2J-1}{2J+1}.$$

Each total is the spatial degeneracy of the final level divided by that of the initial one. At $J=\tfrac12$ the P total is zero, and for large $J$ all three totals approach $1$. The equal weights in the sum stand for a dipole that is equally strong in every direction fixed in the molecule; a real molecule generally has different transition moments for its parallel and perpendicular bands, and its weighted totals then depend on $K$.

The Lean statement is a conjunction of the three totals, with the band $K\to K-1$ entering as `perpR J (-K)` and its Q and P analogues. Each total is proved by clearing denominators and comparing polynomials.

```lean
/-- For J > 0, added over the bands K → K, K → K+1 and K → K-1, the strengths of the R, Q and P
branches are (2J+3)/(2J+1), 1 and (2J-1)/(2J+1), whatever K is. -/
theorem branch_totals (J K : ℝ) (hJ : 0 < J) :
    parR J K + perpR J K + perpR J (-K) = (2 * J + 3) / (2 * J + 1) ∧
    parQ J K + perpQ J K + perpQ J (-K) = 1 ∧
    parP J K + perpP J K + perpP J (-K) = (2 * J - 1) / (2 * J + 1) := by
  have h0 : J ≠ 0 := hJ.ne'
  have h1 : J + 1 ≠ 0 := by positivity
  have h2 : 2 * J + 1 ≠ 0 := by positivity
  refine ⟨?_, ?_, ?_⟩
  · unfold parR perpR
    field_simp
    ring
  · unfold parQ perpQ
    field_simp
    ring
  · unfold parP perpP
    field_simp
    ring
```

## (f) The mean change of rotational energy

**Task.** For a rigid top, average the change of rotational energy over the three lines of the band $K\to K+1$, using the strengths as weights. Show that the result is $A(2K+1)+B$.

**Solution.** Every line changes $K^2$ by $2K+1$, which contributes $(A-B)(2K+1)$ to the energy. The term $BJ(J+1)$ changes by $2B(J+1)$ on the R line, by $0$ on the Q line and by $-2BJ$ on the P line. The average of this second part is $B$ times

$$2(J+1)S_R-2JS_P=\frac{(J+2+K)(J+1+K)-(J-1-K)(J-K)}{2J+1}.$$

By the expansions in part (a), the numerator is

$$(J+1)(J+2)-J(J-1)+[(2J+3)+(2J-1)]K=(4J+2)(K+1),$$

so the quotient is $2(K+1)$. The common contribution $(A-B)(2K+1)$ is multiplied by the unit sum of part (a). Altogether

$$2B(K+1)+(A-B)(2K+1)=A(2K+1)+B.$$

The quantum number $J$ has disappeared. Levels with the same $K$ and different $J$ spread their lines differently, but the strength-weighted centre of the three lines stays in place. For $J=K=1$ only the R line is present, and its energy change is $4B+3(A-B)=3A+B$, as the formula requires.

The theorem holds for all real $A$ and $B$. It concerns the rotational energy alone; the vibrational energy of the transition would add the same constant to every line. In the proof, `hJpart` is the identity with value $2(K+1)$, and `hsum` is the unit sum. The final `linear_combination` adds them with the coefficients $B$ and $(A-B)(2K+1)$, just as in the last step of the solution.

```lean
/-- For a rigid symmetric top with J > 0, the change of rotational energy in the band K → K+1,
averaged over the R, Q and P lines with their strengths, is A(2K+1) + B. -/
theorem perp_mean_energy_change (A B J K : ℝ) (hJ : 0 < J) :
    perpR J K * (topEnergy A B (J + 1) (K + 1) - topEnergy A B J K)
      + perpQ J K * (topEnergy A B J (K + 1) - topEnergy A B J K)
      + perpP J K * (topEnergy A B (J - 1) (K + 1) - topEnergy A B J K)
      = A * (2 * K + 1) + B := by
  have h0 : J ≠ 0 := hJ.ne'
  have h1 : J + 1 ≠ 0 := by positivity
  have h2 : 2 * J + 1 ≠ 0 := by positivity
  -- the J-dependent part: R lines gain 2(J+1), P lines lose 2J
  have hJpart : perpR J K * (2 * (J + 1)) - perpP J K * (2 * J) = 2 * (K + 1) := by
    unfold perpR perpP
    field_simp
    ring
  -- the K-dependent part is common to all lines and multiplies the unit sum
  have hsum := perp_strength_sum J K hJ
  unfold topEnergy
  linear_combination B * hJpart + (A - B) * (2 * K + 1) * hsum

end

end SymmetricTopBranches
```

```lean
#print axioms SymmetricTopBranches.perp_strength_sum
#print axioms SymmetricTopBranches.perp_honlLondon_sum
#print axioms SymmetricTopBranches.branch_totals
#print axioms SymmetricTopBranches.perp_mean_energy_change
```

```
'SymmetricTopBranches.perp_strength_sum' depends on axioms: [propext, Classical.choice, Quot.sound]
'SymmetricTopBranches.perp_honlLondon_sum' depends on axioms: [propext, Classical.choice, Quot.sound]
'SymmetricTopBranches.branch_totals' depends on axioms: [propext, Classical.choice, Quot.sound]
'SymmetricTopBranches.perp_mean_energy_change' depends on axioms: [propext, Classical.choice, Quot.sound]
```
